# Complex polynomials in x, y, z are equal if they agree at all complex values of (x + iy)/2, (x − iy)/2 and z

The theorem `ext_points` concerns polynomials in the Cartesian coordinates x, y, z with complex coefficients, the type the file calls `Orbital`; no normalisation, radial factor or Hamiltonian enters. It states that two such polynomials are equal if they take the same value at x = a + b, y = i(b − a), z = c for all complex a, b, c. The attempt uses `MvPolynomial.funext` to reduce equality to agreement at an arbitrary complex point `s`, and applies the hypothesis with a = (x + iy)/2, b = (x − iy)/2 and c = z taken from `s`. It then checks, one coordinate at a time, that the point so built is `s` itself.

The failing Lean file:

```lean
import Mathlib

open MvPolynomial

namespace HighestWeightOrbitals

noncomputable section

/-- Complex polynomials in the Cartesian coordinates x, y, z (indices 0, 1, 2). -/
abbrev Orbital := MvPolynomial (Fin 3) ℂ

/-- The imaginary unit as a constant polynomial. -/
local notation "𝕚" => (C Complex.I : Orbital)

/-- Two polynomials agree if they agree at all complex points, written in the
coordinates a = (x + iy)/2, b = (x - iy)/2 and c = z. -/
theorem ext_points {p q : Orbital}
    (h : ∀ a b c : ℂ, eval ![a + b, Complex.I * (b - a), c] p =
      eval ![a + b, Complex.I * (b - a), c] q) : p = q := by
  apply MvPolynomial.funext
  intro s
  have h' := h ((s 0 + Complex.I * s 1) / 2) ((s 0 - Complex.I * s 1) / 2) (s 2)
  have e : ![(s 0 + Complex.I * s 1) / 2 + (s 0 - Complex.I * s 1) / 2,
      Complex.I * ((s 0 - Complex.I * s 1) / 2 - (s 0 + Complex.I * s 1) / 2), s 2] = s := by
    funext i
    obtain rfl | rfl | rfl : i = 0 ∨ i = 1 ∨ i = 2 := by omega
    · change (s 0 + Complex.I * s 1) / 2 + (s 0 - Complex.I * s 1) / 2 = s 0
      ring
    · change Complex.I * ((s 0 - Complex.I * s 1) / 2 - (s 0 + Complex.I * s 1) / 2) = s 1
      linear_combination (-s 1) * Complex.I_mul_I
    · rfl
  rwa [e] at h'

end

end HighestWeightOrbitals
```

Messages:

```
Main.lean:26:57: error: omega could not prove the goal:
a possible counterexample may satisfy the constraints
  0 ≤ d ≤ 2
  0 ≤ c ≤ 2
  0 ≤ b ≤ 2
  b - c ≤ -1
  b - d ≤ -1
  0 ≤ a ≤ 2
  a - b ≥ 1
where
 a := ↑↑2
 b := ↑↑i
 c := ↑↑1
 d := ↑↑0
```

The one error is in the split into coordinates, where `omega` is asked to prove that the index `i` is 0, 1 or 2. The fact is true, but the message shows that `omega` treated the numerical values of the indices `0`, `1` and `2` as unknowns `d`, `c` and `a`, each known only to lie between 0 and 2. It did not use that these values are the numbers 0, 1 and 2. With that lost, nothing rules out an `i` different from all three: the constraints listed allow `i` to have value 0 while the three unknowns all have value 1.

The repair proves the statement for every `k : Fin 3` by `decide`, which can settle it by evaluation because `Fin 3` is finite and the statement has no free variables. The result is then applied to `i`, and `obtain` gets the same three cases as before. The algebra in each case is unchanged.

As a diff, the version that Lean accepts:

```diff
@@ -24,5 +24,5 @@
       Complex.I * ((s 0 - Complex.I * s 1) / 2 - (s 0 + Complex.I * s 1) / 2), s 2] = s := by
     funext i
-    obtain rfl | rfl | rfl : i = 0 ∨ i = 1 ∨ i = 2 := by omega
+    obtain rfl | rfl | rfl := (by decide : ∀ k : Fin 3, k = 0 ∨ k = 1 ∨ k = 2) i
     · change (s 0 + Complex.I * s 1) / 2 + (s 0 - Complex.I * s 1) / 2 = s 0
       ring
```
